# On one site with a single time slice and zero field, the fermionic weight obeys W(μ) = exp(2μ) W(−μ) exactly when the chemical potential μ or the on-site energy vanishes

The theorem `single_site_symmetry_iff` concerns a single site with on-site energy k and chemical potential μ, both real and already multiplied by the time step, with one imaginary-time slice and the auxiliary field set to zero. The unnormalised weight W(μ) is the product of one determinant for each spin, and here it equals (1 + exp(−k) exp(μ))². The claim is that W(μ) = exp(2μ) W(−μ) holds if and only if μ = 0 or k = 0. The attempt first computes the matrix exponential in `hE` and the weight in `hW`, then takes square roots of the squared positive quantities and factors what remains as (exp(μ) − 1)(exp(−k) − 1) = 0.

The failing Lean file:

```lean
import Mathlib

open Matrix

namespace SingleSiteSymmetryIff

noncomputable section

variable {n : Type*} [Fintype n] [DecidableEq n]

/-- One imaginary-time slice `exp(-K) exp(μ + σ v)` for an electron of spin `σ = ±1` in the
auxiliary field `v`; `K` and `μ` are already multiplied by the time step, `v` is dimensionless. -/
def slice (K : Matrix n n ℝ) (μ σ : ℝ) (v : n → ℝ) : Matrix n n ℝ :=
  NormedSpace.exp (-K) * diagonal (fun i => Real.exp (μ + σ * v i))

/-- The ordered product of the time slices along the field history `V`. -/
def propagator (K : Matrix n n ℝ) (μ σ : ℝ) (V : List (n → ℝ)) : Matrix n n ℝ :=
  (V.map (slice K μ σ)).prod

/-- The fermionic weight `det(1 + B_up) det(1 + B_dn)` of the field history `V`. -/
def weight (K : Matrix n n ℝ) (μ : ℝ) (V : List (n → ℝ)) : ℝ :=
  (1 + propagator K μ 1 V).det * (1 + propagator K μ (-1) V).det

/-- A single site with on-site energy `k`, one time slice and zero field obeys the doping symmetry
of the weight only if `μ = 0` or `k = 0`, and then it does. -/
theorem single_site_symmetry_iff (k μ : ℝ) :
    weight (diagonal fun _ : Fin 1 => k) μ [0]
      = Real.exp (2 * μ) * weight (diagonal fun _ : Fin 1 => k) (-μ) [0] ↔ μ = 0 ∨ k = 0 := by
  have hE : NormedSpace.exp (-(diagonal fun _ : Fin 1 => k))
      = diagonal fun _ : Fin 1 => Real.exp (-k) := by
    rw [diagonal_neg, Matrix.exp_diagonal]
    congr 1
    funext i
    rw [Pi.coe_exp, Real.exp_eq_exp_ℝ]
    rfl
  have hW : ∀ m : ℝ, weight (diagonal fun _ : Fin 1 => k) m [0]
      = (1 + Real.exp (-k) * Real.exp m) ^ 2 := by
    intro m
    simp [weight, propagator, slice, hE, det_unique, sq]
  have hx : Real.exp μ * Real.exp (-μ) = 1 := by
    rw [← Real.exp_add, add_neg_cancel, Real.exp_zero]
  have h2 : Real.exp (2 * μ) = Real.exp μ ^ 2 := by
    rw [sq, ← Real.exp_add, two_mul]
  have hR : Real.exp (2 * μ) * (1 + Real.exp (-k) * Real.exp (-μ)) ^ 2
      = (Real.exp μ + Real.exp (-k)) ^ 2 := by
    rw [h2]
    linear_combination (Real.exp (-k) * (2 * Real.exp μ
      + Real.exp (-k) * Real.exp μ * Real.exp (-μ) + Real.exp (-k))) * hx
  rw [hW, hW, hR, sq_eq_sq₀ (by positivity) (by positivity)]
  constructor
  · intro h
    have hz : (Real.exp μ - 1) * (Real.exp (-k) - 1) = 0 := by linear_combination h
    rcases mul_eq_zero.mp hz with h0 | h0
    · exact Or.inl ((Real.exp_eq_one_iff μ).mp (by linarith))
    · have hk := (Real.exp_eq_one_iff (-k)).mp (by linarith)
      exact Or.inr (by linarith)
  · rintro (h | h)
    · simp [h]
    · simp [h, add_comm]

end

end SingleSiteSymmetryIff
```

The error:

```
Main.lean:35:4: error: No goals to be solved
Main.lean:37:48: error: unsolved goals
k μ : ℝ
hE : NormedSpace.exp (-diagonal fun x => k) = diagonal fun x => Real.exp (-k)
m : ℝ
⊢ (1 + NormedSpace.exp (diagonal fun i => -k) 0 0 * Real.exp m) *
      (1 + NormedSpace.exp (diagonal fun i => -k) 0 0 * Real.exp m) =
    (1 + Real.exp (-k) * Real.exp m) * (1 + Real.exp (-k) * Real.exp m)
Main.lean:39:37: warning: This simp argument is unused:
  hE

Hint: Omit it from the simp argument list.
  [apply] simp [weight, propagator, slice, det_unique, sq]

Note: This linter can be disabled with `set_option linter.unusedSimpArgs false`
```

This version goes through:

```diff
@@ -33,9 +33,9 @@
     funext i
     rw [Pi.coe_exp, Real.exp_eq_exp_ℝ]
-    rfl
   have hW : ∀ m : ℝ, weight (diagonal fun _ : Fin 1 => k) m [0]
       = (1 + Real.exp (-k) * Real.exp m) ^ 2 := by
     intro m
-    simp [weight, propagator, slice, hE, det_unique, sq]
+    simp only [weight, propagator, List.map_cons, List.map_nil, slice, hE]
+    simp [det_unique, sq]
   have hx : Real.exp μ * Real.exp (-μ) = 1 := by
     rw [← Real.exp_add, add_neg_cancel, Real.exp_zero]
```

What went wrong. The first error, "No goals to be solved", falls on the `rfl` that ends the proof of `hE`. After its rewrites `rw` itself tries to close the goal by reflexivity, and here it succeeds, so the `rfl` has nothing left to prove. Deleting it cures the error.

The second error is in `hW`. The left side of `hE` is the exponential of `-(diagonal …)`, but `simp` moves the minus sign inside the diagonal before it tries `hE` on the exponential around it. The term then reads `NormedSpace.exp (diagonal fun i => -k)`, which `hE` does not match. Hence the warning that `hE` is unused, and the unsolved goal in which the matrix exponential still stands where `Real.exp (-k)` is wanted.

The repair splits the call. `simp only` unfolds the definitions and the one-element list and applies `hE`, without any lemma that moves the minus sign, so `hE` matches. The second `simp` then meets only real exponentials and finishes the determinant and the square.
